# Folded force constants reproduce the Fourier sum of a finite-range chain at commensurate wavevectors

Q: Take a chain with $\Phi(0)=2$, $\Phi(\pm1)=-1$ and a supercell of two atoms. Both neighbours of an atom are now the same atom. Hasn't the physics changed?

A: The two springs add. With $F(r)=\sum_n\Phi(r+nN)$ and $N=2$, we get $F(0)=2$ and $F(1)=-2$. The sum is still zero, and the alternating pattern gives $F(0)-F(1)=4$, just as $2+1+1=4$ does in the infinite chain.

Q: And in general?

A: $F(r)$ collects every $\Phi(R)$ with $R\equiv r \pmod N$. If $u$ has period $N$, then $u(j+R)=u(j+r)$ for those $R$. Each $R$ lies in exactly one class, so

$$\sum_{r=0}^{N-1}F(r)\,u(j+r)=\sum_{r=0}^{N-1}\sum_{R\equiv r}\Phi(R)\,u(j+R)=\sum_R\Phi(R)\,u(j+R).$$

Set $j=0$ and $q_k=2\pi k/N$. The wave $u(R)=e^{iq_kR}$ has period $N$ because $e^{iq_kN}=e^{2\pi ik}=1$, which gives

$$\sum_{r=0}^{N-1}F(r)e^{iq_kr}=\sum_R\Phi(R)e^{iq_kR}=:\hat\Phi(q_k).$$

The choice $u=1$ gives $\sum_rF(r)=\sum_R\Phi(R)$, so one sum vanishes exactly when the other does.

Q: Can $F$ be recovered from $\hat\Phi$?

A: Yes. Let $z=e^{2\pi im/N}$. Since $(z-1)\sum_{k=0}^{N-1}z^k=z^N-1=0$, the sum is $0$ unless $z=1$, that is, unless $N\mid m$, when it is $N$. With $m=R-s$,

$$\frac1N\sum_{k=0}^{N-1}\hat\Phi(q_k)e^{-iq_ks}=\sum_{R\equiv s}\Phi(R)=F(s).$$

Q: What do the Lean objects stand for?

A: `Φ : ℤ →₀ ℝ` is a finite-range set of scalar force constants, with one atom per cell and one displacement component. `folded` is $F$, `phase` is $e^{iqR}$, `commensurate N k` is $q_k$, and `fourier` is $\hat\Phi$, without masses. Lengths are in units of the lattice constant.

```lean
import Mathlib

open scoped Real

namespace SupercellFolding

noncomputable section

/-- Supercell force constants: the sum of `Φ` over all periodic images `r + n N` of the
separation `r`. -/
def folded (N : ℕ) (Φ : ℤ →₀ ℝ) (r : ℤ) : ℝ := ∑ᶠ n : ℤ, Φ (r + n * N)

/-- The Bloch phase `exp(i q R)` at wavevector `q` and lattice site `R`. -/
def phase (q : ℝ) (R : ℤ) : ℂ := Complex.exp (((q * R : ℝ) : ℂ) * Complex.I)

/-- The wavevector `2 π k / N`, commensurate with a supercell of `N` cells. -/
def commensurate (N : ℕ) (k : ℤ) : ℝ := 2 * π * k / N

/-- The Fourier sum `∑ Φ(R) exp(i q R)` of the force constants of the infinite crystal. -/
def fourier (Φ : ℤ →₀ ℝ) (q : ℝ) : ℂ := Φ.sum fun R c => (c : ℂ) * phase q R

/-- A spring of unit stiffness between each atom and its two images at distance `N`. -/
def imageSpring (N : ℕ) : ℤ →₀ ℝ :=
  Finsupp.single 0 2 - Finsupp.single (N : ℤ) 1 - Finsupp.single (-(N : ℤ)) 1
```

Q: Finite range excludes ionic crystals, then.

A: Yes. The Coulomb interaction between the ions gives force constants with a power-law tail, which electronic screening in an insulator weakens but does not cut off. The model also leaves out three dimensions and several atoms per cell. Symmetry $\Phi(R)=\Phi(-R)$ is not needed. The main theorem, `supercell_folding`, assumes only `0 < N`. It states the Fourier identity for every integer $k$ and the equivalence of the two sum rules; it does not claim that either rule holds.

Q: How does the proof begin?

A: With the regrouping by congruence class. The image index of $R$ is $(R-r)/N$, and this turns the sum over $n$ into a finite sum over the support of $\Phi$.

```lean
variable {N : ℕ}

/-- The folded constant at `r` collects the force constants at all separations congruent
to `r` modulo `N`. -/
theorem folded_eq_sum (hN : 0 < N) (Φ : ℤ →₀ ℝ) (r : ℤ) :
    folded N Φ r = ∑ R ∈ Φ.support with (N : ℤ) ∣ R - r, Φ R := by
  have hN' : (N : ℤ) ≠ 0 := by exact_mod_cast hN.ne'
  -- the image index of a separation R is (R - r) / N
  have key : ∀ R ∈ Φ.support.filter (fun R => (N : ℤ) ∣ R - r),
      r + (R - r) / N * N = R := by
    intro R hR
    rw [Int.ediv_mul_cancel (Finset.mem_filter.1 hR).2]
    ring
  have hsub : Function.support (fun n : ℤ => Φ (r + n * N)) ⊆
      ↑((Φ.support.filter (fun R => (N : ℤ) ∣ R - r)).image (fun R => (R - r) / (N : ℤ))) := by
    intro n hn
    refine Finset.mem_coe.2 (Finset.mem_image.2 ⟨r + n * N, Finset.mem_filter.2
      ⟨Finsupp.mem_support_iff.2 hn, ⟨n, by ring⟩⟩, ?_⟩)
    rw [add_sub_cancel_left, Int.mul_ediv_cancel _ hN']
  unfold folded
  rw [finsum_eq_sum_of_support_subset _ hsub, Finset.sum_image]
  · exact Finset.sum_congr rfl fun R hR => by rw [key R hR]
  · intro a ha b hb hab
    have hab' : (a - r) / (N : ℤ) = (b - r) / (N : ℤ) := hab
    rw [← key a ha, ← key b hb, hab']
```

A: Next comes the response to a periodic displacement; the force is minus this sum. The proof exchanges the two sums and writes $R=s+cN$ with $0\le s<N$. Only $r=s$ survives, because two different representatives differ by less than $N$.

```lean
/-- For a displacement pattern with the period of the supercell, the folded constants give
the same linear response at site `j` as those of the infinite crystal. -/
theorem folded_response (hN : 0 < N) (Φ : ℤ →₀ ℝ) (u : ℤ → ℂ)
    (hu : Function.Periodic u (N : ℤ)) (j : ℤ) :
    ∑ r ∈ Finset.range N, (folded N Φ r : ℂ) * u (j + r) =
      Φ.sum fun R c => (c : ℂ) * u (j + R) := by
  have hN' : (0 : ℤ) < N := by exact_mod_cast hN
  simp only [folded_eq_sum hN, Complex.ofReal_sum, Finset.sum_mul]
  simp only [Finset.sum_filter]
  rw [Finset.sum_comm, Finsupp.sum]
  refine Finset.sum_congr rfl fun R _ => ?_
  -- each separation R has exactly one representative s in the supercell
  obtain ⟨s, c, hs, hR⟩ : ∃ (s : ℕ) (c : ℤ), s < N ∧ R = s + c * N := by
    obtain ⟨s, hs⟩ := Int.eq_ofNat_of_zero_le (Int.emod_nonneg R hN'.ne')
    have h1 := Int.emod_lt_of_pos R hN'
    have h2 := Int.emod_def R N
    rw [hs] at h1 h2
    exact ⟨s, R / N, by exact_mod_cast h1, by linear_combination -h2⟩
  rw [Finset.sum_eq_single s]
  · have hp : u (j + R) = u (j + s) := by
      have h := hu.int_mul c (j + s)
      rw [Int.cast_id] at h
      rw [← h]
      congr 1
      linear_combination hR
    rw [if_pos ⟨c, by linear_combination hR⟩, hp]
  · intro b hb hbs
    rw [if_neg]
    rintro ⟨d, hd⟩
    have hb' : (b : ℤ) < N := by exact_mod_cast Finset.mem_range.1 hb
    have hs' : (s : ℤ) < N := by exact_mod_cast hs
    have hb0 : (0 : ℤ) ≤ b := Int.natCast_nonneg b
    have hs0 : (0 : ℤ) ≤ s := Int.natCast_nonneg s
    have e : (s : ℤ) - b = N * (d - c) := by linear_combination hd - hR
    rcases lt_trichotomy (d - c) 0 with h | h | h
    · nlinarith
    · rw [h, mul_zero] at e
      exact hbs (by omega)
    · nlinarith
  · intro h
    exact absurd (Finset.mem_range.2 hs) h
```

Q: Where do the waves enter?

A: Through two facts: phases multiply under translation, and a phase is one exactly when $qR\in2\pi\mathbb Z$. Together they make a commensurate wave periodic. The main theorem then applies `folded_response` twice at $j=0$, to that wave and to the constant $1$.

```lean
/-- Bloch phases multiply when lattice translations are added. -/
theorem phase_add (q : ℝ) (a b : ℤ) : phase q (a + b) = phase q a * phase q b := by
  unfold phase
  rw [← Complex.exp_add]
  congr 1
  push_cast
  ring

/-- The Bloch phase is one exactly when `q R` is a whole multiple of `2 π`. -/
theorem phase_eq_one_iff (q : ℝ) (R : ℤ) :
    phase q R = 1 ↔ ∃ n : ℤ, q * (R : ℝ) = 2 * π * n := by
  unfold phase
  rw [Complex.exp_eq_one_iff]
  constructor
  · rintro ⟨n, h⟩
    refine ⟨n, Complex.ofReal_injective (mul_right_cancel₀ Complex.I_ne_zero ?_)⟩
    rw [h]
    push_cast
    ring
  · rintro ⟨n, h⟩
    refine ⟨n, ?_⟩
    rw [h]
    push_cast
    ring

/-- Supercell folding: the discrete Fourier sum of the folded constants equals that of the
infinite crystal at each commensurate wavevector, and the folded constants obey the acoustic
sum rule exactly when the original ones do. -/
theorem supercell_folding (hN : 0 < N) (Φ : ℤ →₀ ℝ) :
    (∀ k : ℤ, ∑ r ∈ Finset.range N, (folded N Φ r : ℂ) * phase (commensurate N k) r =
      fourier Φ (commensurate N k)) ∧
    (∑ r ∈ Finset.range N, folded N Φ r = 0 ↔ (Φ.sum fun _ c => c) = 0) := by
  have hNr : (N : ℝ) ≠ 0 := by exact_mod_cast hN.ne'
  constructor
  · intro k
    -- a commensurate Bloch wave has the period of the supercell
    have hper : Function.Periodic (phase (commensurate N k)) (N : ℤ) := by
      intro R
      rw [phase_add, (phase_eq_one_iff (commensurate N k) (N : ℤ)).2 ⟨k, ?_⟩, mul_one]
      rw [Int.cast_natCast]
      exact div_mul_cancel₀ _ hNr
    have h := folded_response hN Φ _ hper 0
    simpa only [zero_add, fourier] using h
  · -- a uniform displacement probes the sum rule
    have h := folded_response hN Φ (fun _ => 1) (fun _ => rfl) 0
    simp only [mul_one, Finsupp.sum] at h
    have h' : ∑ r ∈ Finset.range N, folded N Φ r = ∑ R ∈ Φ.support, Φ R := by
      exact_mod_cast h
    simp only [Finsupp.sum]
    rw [h']
```

Q: Why not use the folded sum at any $q$?

A: That is the trap. In the two-atom example it gives $2-2e^{iq}$, while the infinite chain gives $2-2\cos q$. They agree only when $\sin q=0$, which means at commensurate $q$. If nothing more is known about $\Phi$ than that its range is finite, the folded constants fix the Fourier sum only at the $q_k$: the image spring at the end of this text can be added without changing them. If $\Phi(R)$ is known to vanish for $|R|\ge N/2$, each class holds at most one nonzero constant, so $F$ determines $\Phi$ and with it $\hat\Phi(q)$ at every $q$.

Q: Is the inversion proved too?

A: Yes. `sum_phase` is the geometric sum above, and `folded_inversion` inserts it after exchanging the sums over $R$ and $k$.

```lean
/-- Orthogonality: the phases at site `m`, summed over the `N` commensurate wavevectors, give
`N` if `m` is a supercell translation and zero otherwise. -/
theorem sum_phase (hN : 0 < N) (m : ℤ) :
    ∑ k ∈ Finset.range N, phase (commensurate N k) m =
      if (N : ℤ) ∣ m then (N : ℂ) else 0 := by
  have hNr : (N : ℝ) ≠ 0 := by exact_mod_cast hN.ne'
  have hpow : ∀ k : ℕ, phase (commensurate N k) m = phase (commensurate N 1) m ^ k := by
    intro k
    simp only [phase, commensurate]
    rw [← Complex.exp_nat_mul]
    congr 1
    push_cast
    ring
  have hz : phase (commensurate N 1) m = 1 ↔ (N : ℤ) ∣ m := by
    have h1 : commensurate N 1 * (N : ℝ) = 2 * π * ((1 : ℤ) : ℝ) := div_mul_cancel₀ _ hNr
    rw [Int.cast_one] at h1
    rw [phase_eq_one_iff]
    constructor
    · rintro ⟨n, hn⟩
      have h2 : (2 * π) * (m : ℝ) = (2 * π) * ((N : ℝ) * n) := by
        linear_combination (N : ℝ) * hn - (m : ℝ) * h1
      have h3 := mul_left_cancel₀ Real.two_pi_pos.ne' h2
      exact ⟨n, by exact_mod_cast h3⟩
    · rintro ⟨n, rfl⟩
      exact ⟨n, by push_cast; linear_combination (n : ℝ) * h1⟩
  simp only [hpow]
  split_ifs with h
  · rw [hz.2 h]
    simp
  · -- a geometric sum over a nontrivial root of unity vanishes
    have hone : phase (commensurate N 1) m ^ N = 1 := by
      rw [← hpow, phase_eq_one_iff]
      refine ⟨m, ?_⟩
      unfold commensurate
      rw [Int.cast_natCast, mul_div_cancel_right₀ _ hNr]
    have g := geom_sum_mul (phase (commensurate N 1) m) N
    rw [hone, sub_self] at g
    exact (mul_eq_zero.1 g).resolve_right (sub_ne_zero.2 (mt hz.1 h))

/-- The folded constants are the inverse discrete Fourier transform of the crystal's Fourier
sum sampled at the `N` commensurate wavevectors. -/
theorem folded_inversion (hN : 0 < N) (Φ : ℤ →₀ ℝ) (s : ℤ) :
    (folded N Φ s : ℂ) = 1 / (N : ℂ) * ∑ k ∈ Finset.range N,
      fourier Φ (commensurate N k) * phase (commensurate N k) (-s) := by
  have hNc : (N : ℂ) ≠ 0 := by exact_mod_cast hN.ne'
  have h : ∑ k ∈ Finset.range N, fourier Φ (commensurate N k) * phase (commensurate N k) (-s)
      = (N : ℂ) * (folded N Φ s : ℂ) := by
    calc _ = ∑ R ∈ Φ.support, (Φ R : ℂ) *
          ∑ k ∈ Finset.range N, phase (commensurate N k) (R - s) := by
          simp only [fourier, Finsupp.sum, Finset.sum_mul, Finset.mul_sum]
          rw [Finset.sum_comm]
          refine Finset.sum_congr rfl fun R _ => Finset.sum_congr rfl fun k _ => ?_
          rw [sub_eq_add_neg, phase_add, mul_assoc]
      _ = _ := by
          rw [folded_eq_sum hN, Complex.ofReal_sum, Finset.mul_sum, Finset.sum_filter]
          refine Finset.sum_congr rfl fun R _ => ?_
          rw [sum_phase hN]
          split_ifs <;> ring
  rw [h, one_div, inv_mul_cancel_left₀ hNc]
```

A: So two crystals fold alike exactly when their Fourier sums agree at all $q_k$. One direction uses the folding identity, the other the inversion.

```lean
/-- Two crystals have the same folded constants exactly when their Fourier sums agree at every
commensurate wavevector. -/
theorem folded_eq_iff (hN : 0 < N) (Φ Ψ : ℤ →₀ ℝ) :
    (∀ r, folded N Φ r = folded N Ψ r) ↔
      ∀ k : ℤ, fourier Φ (commensurate N k) = fourier Ψ (commensurate N k) := by
  constructor
  · intro h k
    rw [← (supercell_folding hN Φ).1 k, ← (supercell_folding hN Ψ).1 k]
    simp only [h]
  · intro h r
    apply Complex.ofReal_injective
    rw [folded_inversion hN Φ, folded_inversion hN Ψ]
    simp only [h]
```

Q: Can a real spring disappear altogether?

A: Yes, if it joins an atom to its own images at distance $N$. `imageSpring` has $\Phi(0)=2$ and $\Phi(\pm N)=-1$. With $w=e^{iqN}$,

$$\hat\Phi(q)=2-w-w^{-1}=-\frac{(w-1)^2}{w},$$

which vanishes exactly when $w=1$, that is, when $q=2\pi k/N$ for some integer $k$. The Lean proof finds the same square, then compares the spring with zero force constants through `folded_eq_iff` to conclude that every folded constant is zero.

```lean
/-- The force constants `imageSpring N`, of unit springs between each atom and its two images at
distance `N`, fold to zero, while their Fourier sum in the infinite crystal vanishes exactly at the
commensurate wavevectors. -/
theorem imageSpring_folds_to_zero (hN : 0 < N) :
    (∀ r, folded N (imageSpring N) r = 0) ∧
    ∀ q : ℝ, fourier (imageSpring N) q = 0 ↔ ∃ k : ℤ, q = commensurate N k := by
  have hNr : (N : ℝ) ≠ 0 := by exact_mod_cast hN.ne'
  have hq : ∀ q : ℝ, fourier (imageSpring N) q = 0 ↔ ∃ k : ℤ, q = commensurate N k := by
    intro q
    have h0 : phase q 0 = 1 := by simp [phase]
    have hD : fourier (imageSpring N) q = 2 - phase q N - phase q (-(N : ℤ)) := by
      unfold fourier imageSpring
      rw [Finsupp.sum_sub_index, Finsupp.sum_sub_index, Finsupp.sum_single_index,
        Finsupp.sum_single_index, Finsupp.sum_single_index]
      · rw [h0]
        push_cast
        ring
      all_goals first
        | (simp; done)
        | (intros; push_cast; ring)
    have hw : phase q N * phase q (-(N : ℤ)) = 1 := by
      rw [← phase_add, add_neg_cancel, h0]
    -- the Fourier sum vanishes only if the phase across the supercell is one
    have h1 : 2 - phase q N - phase q (-(N : ℤ)) = 0 ↔ phase q N = 1 := by
      constructor
      · intro h
        have sq : (phase q N - 1) ^ 2 = 0 := by
          linear_combination (-phase q N) * h - hw
        exact sub_eq_zero.1 ((pow_eq_zero_iff two_ne_zero).1 sq)
      · intro h
        linear_combination (phase q (-(N : ℤ)) - 1) * h - hw
    rw [hD, h1, phase_eq_one_iff]
    simp only [commensurate, eq_div_iff hNr, Int.cast_natCast]
  refine ⟨fun r => ?_, hq⟩
  have h := (folded_eq_iff hN (imageSpring N) 0).2
    (fun k => by rw [(hq _).2 ⟨k, rfl⟩]; simp [fourier]) r
  rw [h]
  simp [folded]

end

end SupercellFolding
```

```lean
#print axioms SupercellFolding.folded_inversion
#print axioms SupercellFolding.imageSpring_folds_to_zero
```

```
'SupercellFolding.folded_inversion' depends on axioms: [propext, Classical.choice, Quot.sound]
'SupercellFolding.imageSpring_folds_to_zero' depends on axioms: [propext, Classical.choice, Quot.sound]
```
